# A full set of conjugate directions gives the inverse of a real positive definite matrix

Consider a system of coupled springs, in the harmonic approximation, whose stiffness matrix $A$ is real, symmetric and positive definite. A static force $b$ displaces it to the minimum of $\tfrac12 x^TAx - b^Tx$, which is $x = A^{-1}b$. The conjugate gradient method finds this displacement by minimising along directions $p_j$ that don't couple through $A$. If the same system is then loaded with another force, the question is what the old directions already say about $A^{-1}$.

When there are as many nonzero conjugate directions as coordinates, they and their curvatures $\langle p_j, A p_j\rangle$ determine it completely:

$$A^{-1} = \sum_j \frac{p_j p_j^T}{\langle p_j, A p_j\rangle}.$$

The same algebra applies to static response equations in electronic structure when the orbital Hessian is real, symmetric and positive definite in a finite basis.

## Directions, weights and dyads

The coordinates are labelled by a finite type `n`, and the entries lie in a field `K`, which is $\mathbb R$ wherever positivity is needed.

```lean
import Mathlib

open Matrix

namespace ConjugateDirectionInverse

noncomputable section

variable {n K : Type*} [Fintype n] [DecidableEq n] [Field K]
```

Write $\langle u,v\rangle = \sum_i u_i v_i$, which is `u ⬝ᵥ v` in Lean and involves no complex conjugation. Conjugacy means $\langle p_i, A p_j\rangle = 0$ whenever $i \neq j$. The type `n → n → K` of `p` supplies exactly one direction per coordinate, so the set is full by construction. The directions are given data: that the conjugate gradient recursion produces conjugate directions is not part of the development.

```lean
/-- The directions `p j` are mutually `A`-conjugate: `⟨p i, A p j⟩ = 0` for `i ≠ j`. -/
def Conjugate (A : Matrix n n K) (p : n → n → K) : Prop :=
  ∀ i j, i ≠ j → p i ⬝ᵥ A *ᵥ p j = 0
```

For two families $p_j$, $q_j$, weights $d_j$ and a set $s$ of directions, define

$$M_s = \sum_{j\in s} \frac{p_j q_j^T}{d_j}.$$

The matrix `vecMulVec (p j) (q j)` is the dyad $p_j q_j^T$. The second family allows for nonsymmetric $A$.

```lean
/-- The weighted sum of dyads `p j (q j)ᵀ / d j` over the directions `j` in `s`. -/
def dyadSum (d : n → K) (p q : n → n → K) (s : Finset n) : Matrix n n K :=
  ∑ j ∈ s, (d j)⁻¹ • vecMulVec (p j) (q j)
```

## The sum as a product of three matrices

Let $P$ and $Q$ have the directions $p_j$ and $q_j$ as rows, and let $D = \mathrm{diag}(d_j)$. For the full sum $M$, entry by entry,

$$M_{ik} = \sum_j \frac{(p_j)_i (q_j)_k}{d_j} = \left(P^T D^{-1} Q\right)_{ik}.$$

In Lean, `Matrix.of p` is $P$. The proof expands both sides into sums over $j$ and compares them term by term.

```lean
/-- The full dyad sum is a product of three factors: the matrix with columns `p j`,
the diagonal matrix of inverse weights, and the matrix with rows `q j`. -/
theorem dyadSum_univ_factorized (d : n → K) (p q : n → n → K) :
    dyadSum d p q Finset.univ
      = (Matrix.of p)ᵀ * diagonal (fun j => (d j)⁻¹) * Matrix.of q := by
  ext i k
  rw [Matrix.mul_apply]
  simp only [dyadSum, Matrix.sum_apply, Matrix.smul_apply, vecMulVec_apply, smul_eq_mul,
    Matrix.mul_diagonal, Matrix.transpose_apply, Matrix.of_apply]
  refine Finset.sum_congr rfl fun j _ => ?_
  ring
```

The products that express conjugacy are also matrix entries:

$$(QAP^T)_{ij} = \sum_{k,l} (q_i)_k A_{kl} (p_j)_l = \langle q_i, A p_j\rangle.$$

```lean
omit [DecidableEq n] in
/-- The entries of `Q A Pᵀ`, with the directions as rows of `Q` and `P`, are the
products `⟨q i, A p j⟩`. -/
theorem gram_apply (A : Matrix n n K) (p q : n → n → K) (i j : n) :
    (Matrix.of q * A * (Matrix.of p)ᵀ) i j = q i ⬝ᵥ A *ᵥ p j := by
  rw [Matrix.mul_assoc]
  simp only [Matrix.mul_apply, dotProduct, Matrix.mulVec, Matrix.transpose_apply,
    Matrix.of_apply]
```

## When the dyad sum inverts the matrix

Let all $d_j$ be nonzero. Then

$$A P^T D^{-1} Q = 1 \iff Q A P^T D^{-1} = 1 \iff Q A P^T = D.$$

The first equivalence moves $Q$ from the back to the front, and the second multiplies by $D$ or $D^{-1}$ on the right. Read entrywise, the last equation says $\langle q_i, A p_j\rangle = d_j\delta_{ij}$.

The Lean proof follows this chain: `hassoc` and `hfront` regroup the products, and `hG` is the equation $QAP^T = D$. Each direction of the proof derives it from its own hypothesis and then uses it to reach the conclusion. No symmetry is assumed. For a complex Hermitian $A$, the choice $q_j = \overline{p_j}$ gives the usual products $p_i^\dagger A p_j$ and dyads $p_j p_j^\dagger$.

```lean
/-- For any square matrix `A` and nonzero weights `d j`, the sum of the dyads
`p j (q j)ᵀ / d j` inverts `A` exactly when `⟨q i, A p j⟩` vanishes for `i ≠ j` and
equals `d j` for `i = j`. -/
theorem mul_dyadSum_eq_one_iff (A : Matrix n n K) (p q : n → n → K) (d : n → K)
    (hd : ∀ j, d j ≠ 0) :
    A * dyadSum d p q Finset.univ = 1 ↔
      ∀ i j, q i ⬝ᵥ A *ᵥ p j = if i = j then d j else 0 := by
  have hD : diagonal (fun j => (d j)⁻¹) * diagonal d = 1 := by
    rw [diagonal_mul_diagonal]
    simp [hd]
  have hD' : diagonal d * diagonal (fun j => (d j)⁻¹) = 1 := mul_eq_one_comm.mp hD
  have hassoc : A * dyadSum d p q Finset.univ
      = (A * (Matrix.of p)ᵀ * diagonal (fun j => (d j)⁻¹)) * Matrix.of q := by
    rw [dyadSum_univ_factorized]
    simp only [Matrix.mul_assoc]
  -- one-sided inverses of square matrices are two-sided, so `Q` may be moved to the front
  rw [hassoc, mul_eq_one_comm]
  have hfront : Matrix.of q * (A * (Matrix.of p)ᵀ * diagonal (fun j => (d j)⁻¹))
      = (Matrix.of q * A * (Matrix.of p)ᵀ) * diagonal (fun j => (d j)⁻¹) := by
    simp only [Matrix.mul_assoc]
  rw [hfront]
  constructor
  · intro h i j
    have hG : Matrix.of q * A * (Matrix.of p)ᵀ = diagonal d := by
      calc Matrix.of q * A * (Matrix.of p)ᵀ
          = (Matrix.of q * A * (Matrix.of p)ᵀ)
              * (diagonal (fun j => (d j)⁻¹) * diagonal d) := by rw [hD, Matrix.mul_one]
        _ = diagonal d := by rw [← Matrix.mul_assoc, h, Matrix.one_mul]
    rw [← gram_apply, hG, diagonal_apply]
    by_cases hij : i = j
    · subst hij
      simp
    · simp [hij]
  · intro h
    have hG : Matrix.of q * A * (Matrix.of p)ᵀ = diagonal d := by
      ext i j
      rw [gram_apply, h, diagonal_apply]
      by_cases hij : i = j
      · subst hij
        simp
      · simp [hij]
    rw [hG, hD']
```

The proof turns on `mul_eq_one_comm`, which for square matrices says that $XY = 1$ exactly when $YX = 1$. A derivation by hand would often show first that the directions are linearly independent: applying $p_i^TA$ to $\sum_j c_j p_j = 0$ leaves $c_i\langle p_i, Ap_i\rangle = 0$. It would then expand an arbitrary vector in them. Here the lemma does both jobs at once.

It is also where the full number of directions enters. With fewer directions than coordinates, $Q$ and $P$ are rectangular. The product $QAP^TD^{-1}$ can still be a smaller identity matrix, but $AP^TD^{-1}Q$ is then only a projector.

## Positive curvatures and the inverse

For a symmetric positive definite $A$ take $q_j = p_j$ and $d_j = \langle p_j, A p_j\rangle$. This weight is the curvature of the energy along $p_j$, and it is positive because $p_j \neq 0$. Lean's `PosDef` includes the symmetry of $A$. Its general form contains a complex conjugation, which `star_trivial` removes over the reals.

```lean
omit [DecidableEq n] in
/-- A nonzero direction has positive curvature `⟨v, A v⟩` when `A` is positive definite. -/
theorem curvature_pos {A : Matrix n n ℝ} (hA : A.PosDef) {v : n → ℝ} (hv : v ≠ 0) :
    0 < v ⬝ᵥ A *ᵥ v := by
  simpa only [star_trivial] using hA.dotProduct_mulVec_pos hv
```

The off-diagonal conditions $\langle p_i, A p_j\rangle = 0$ are now conjugacy, and the diagonal ones hold by the choice of $d_j$. Hence $AM = 1$, and so $A^{-1} = M$. The proof has the same shape: `Matrix.inv_eq_right_inv` reduces the claim to $AM = 1$, the equivalence above reduces that to the entries, and a case split on `i = j` settles them. Neither unit length nor ordinary orthogonality of the directions is required.

```lean
/-- The inverse of a real symmetric positive definite matrix is the sum of the dyads
`p j (p j)ᵀ / ⟨p j, A p j⟩` over a full set of nonzero mutually conjugate directions. -/
theorem inverse_eq_sum_conjugate_dyads {A : Matrix n n ℝ} (hA : A.PosDef)
    {p : n → n → ℝ} (hp : ∀ j, p j ≠ 0) (hc : Conjugate A p) :
    A⁻¹ = ∑ j, (p j ⬝ᵥ A *ᵥ p j)⁻¹ • vecMulVec (p j) (p j) := by
  apply Matrix.inv_eq_right_inv
  refine (mul_dyadSum_eq_one_iff A p p (fun j => p j ⬝ᵥ A *ᵥ p j)
    (fun j => (curvature_pos hA (hp j)).ne')).mpr fun i j => ?_
  by_cases hij : i = j
  · subst hij
    simp
  · rw [if_neg hij, hc i j hij]
```

In a conjugate gradient code the ingredients are already there, since each iteration computes $Ap_j$ and $\langle p_j, Ap_j\rangle$ for its step length. If the directions and curvatures are stored, a new force $b$ gives

$$x = \sum_j \frac{\langle p_j, b\rangle}{\langle p_j, A p_j\rangle}\, p_j,$$

at the cost of one dot product and one vector update per direction, with no further product with $A$. In practice a run usually stops before the set is full, and rounding errors gradually spoil conjugacy. The stored sum then generally differs from $A^{-1}$, and for a new force the error can be large.

## Truncation approaches the inverse from below

For any vector $x$, a single dyad gives $x^T p_j p_j^T x = \langle p_j, x\rangle^2$, so with $q_j = p_j$

$$x^T M_s x = \sum_{j\in s} \frac{\langle p_j, x\rangle^2}{d_j}.$$

The local statement `single` is the one-dyad identity, and induction on the set $s$ adds the dyads one at a time.

```lean
/-- The quadratic form of a symmetric dyad sum is the sum of the squared overlaps
`⟨p j, x⟩²`, each divided by its weight. -/
theorem dyadSum_quadratic (d : n → K) (p : n → n → K) (s : Finset n) (x : n → K) :
    x ⬝ᵥ dyadSum d p p s *ᵥ x = ∑ j ∈ s, (d j)⁻¹ * (p j ⬝ᵥ x) ^ 2 := by
  -- a single dyad first
  have single : ∀ (c : K) (u : n → K),
      x ⬝ᵥ (c • vecMulVec u u) *ᵥ x = c * (u ⬝ᵥ x) ^ 2 := by
    intro c u
    simp only [dotProduct, Matrix.mulVec, Matrix.smul_apply, vecMulVec_apply, smul_eq_mul]
    rw [pow_two, Finset.sum_mul_sum, Finset.mul_sum]
    refine Finset.sum_congr rfl fun i _ => ?_
    rw [Finset.mul_sum, Finset.mul_sum]
    refine Finset.sum_congr rfl fun k _ => ?_
    ring
  unfold dyadSum
  induction s using Finset.induction_on with
  | empty => simp
  | insert a s ha ih =>
    rw [Finset.sum_insert ha, Finset.sum_insert ha, Matrix.add_mulVec, dotProduct_add,
      ih, single]
```

With the curvatures as weights every term is nonnegative, so leaving some out can only lower the sum:

$$x^T M_s x \le x^T A^{-1} x.$$

For the springs, put the force $b$ in place of $x$. The energy at the minimum is $-\tfrac12 b^TA^{-1}b$, so the estimate $\tfrac12 b^TM_sb$ never exceeds the true energy lowering. The inequality gives no rate of convergence. The Lean theorem assumes a full conjugate family, including the directions left out of $s$. This is no real restriction, because for positive definite $A$ any smaller set of nonzero conjugate directions can be completed to a full one.

In Lean, the full inverse is rewritten as a dyad sum, and `Finset.sum_le_sum_of_subset_of_nonneg` compares the two sums.

```lean
/-- For a positive definite `A` and a full set of nonzero mutually conjugate directions, the dyad
sum over any subset `s`, with the curvatures as weights, has a quadratic form that never exceeds
that of `A⁻¹`. -/
theorem truncated_inverse_le {A : Matrix n n ℝ} (hA : A.PosDef)
    {p : n → n → ℝ} (hp : ∀ j, p j ≠ 0) (hc : Conjugate A p) (s : Finset n) (x : n → ℝ) :
    x ⬝ᵥ dyadSum (fun j => p j ⬝ᵥ A *ᵥ p j) p p s *ᵥ x ≤ x ⬝ᵥ A⁻¹ *ᵥ x := by
  have hinv : A⁻¹ = dyadSum (fun j => p j ⬝ᵥ A *ᵥ p j) p p Finset.univ :=
    inverse_eq_sum_conjugate_dyads hA hp hc
  rw [hinv, dyadSum_quadratic, dyadSum_quadratic]
  -- the omitted directions contribute nonnegative terms
  refine Finset.sum_le_sum_of_subset_of_nonneg (Finset.subset_univ s) fun j _ _ => ?_
  exact mul_nonneg (inv_nonneg.mpr (curvature_pos hA (hp j)).le) (sq_nonneg _)
```

## The determinant from the curvatures

For conjugate directions $PAP^T$ is the diagonal matrix of curvatures. Taking determinants gives

$$\det A\,(\det P)^2 = \prod_j \langle p_j, A p_j\rangle.$$

This holds over any field and needs neither symmetry nor nonzero curvatures, because nothing is divided. The proof establishes the diagonal form as `hG` and applies `det` to both sides.

```lean
/-- For mutually conjugate directions, the determinant of `A` times the squared determinant
of the matrix of directions is the product of the curvatures `⟨p j, A p j⟩`. -/
theorem det_mul_det_sq (A : Matrix n n K) (p : n → n → K) (hc : Conjugate A p) :
    A.det * (Matrix.of p).det ^ 2 = ∏ j, p j ⬝ᵥ A *ᵥ p j := by
  have hG : Matrix.of p * A * (Matrix.of p)ᵀ = diagonal (fun j => p j ⬝ᵥ A *ᵥ p j) := by
    ext i j
    rw [gram_apply, diagonal_apply]
    by_cases hij : i = j
    · subst hij
      simp
    · rw [if_neg hij, hc i j hij]
  have h := congrArg Matrix.det hG
  rw [Matrix.det_mul, Matrix.det_mul, Matrix.det_transpose, Matrix.det_diagonal] at h
  rw [← h]
  ring
```

## Two coupled coordinates

Take

$$A = \begin{pmatrix}2&1\\1&2\end{pmatrix},\qquad p_0 = (1,0),\qquad p_1 = (1,-2).$$

The matrix is positive definite, since $x^TAx = x_0^2 + x_1^2 + (x_0+x_1)^2$ vanishes only at $x = 0$. The directions are conjugate because $Ap_1 = (0,-3)$ is orthogonal to $p_0$, although $p_0$ and $p_1$ are not orthogonal to each other. The curvatures are $2$ and $6$, so the directions scaled to unit curvature are $(1,0)/\sqrt2$ and $(1,-2)/\sqrt6$. The formula gives

$$A^{-1} = \frac12\begin{pmatrix}1&0\\0&0\end{pmatrix} + \frac16\begin{pmatrix}1&-2\\-2&4\end{pmatrix} = \frac13\begin{pmatrix}2&-1\\-1&2\end{pmatrix}.$$

The Lean theorem confirms for this example the three hypotheses of the inverse formula: positive definiteness, nonzero directions and conjugacy. It uses the same sum of squares for the first and checks the entries for the other two.

```lean
/-- The matrix with rows `(2, 1)` and `(1, 2)` is positive definite, and `(1, 0)` and
`(1, -2)` are nonzero mutually conjugate directions for it. -/
theorem conjugate_witness :
    (!![2, 1; 1, 2] : Matrix (Fin 2) (Fin 2) ℝ).PosDef ∧
      (∀ j, (![![1, 0], ![1, -2]] : Fin 2 → Fin 2 → ℝ) j ≠ 0) ∧
      Conjugate (!![2, 1; 1, 2] : Matrix (Fin 2) (Fin 2) ℝ) ![![1, 0], ![1, -2]] := by
  refine ⟨Matrix.posDef_iff_dotProduct_mulVec.mpr ⟨?_, ?_⟩, ?_, ?_⟩
  · ext i j
    fin_cases i <;> fin_cases j <;> simp
  · intro x hx
    have hq : star x ⬝ᵥ (!![2, 1; 1, 2] : Matrix (Fin 2) (Fin 2) ℝ) *ᵥ x
        = x 0 ^ 2 + x 1 ^ 2 + (x 0 + x 1) ^ 2 := by
      simp [dotProduct, Matrix.mulVec, Fin.sum_univ_two]
      ring
    rw [hq]
    by_cases h0 : x 0 = 0
    · have h1 : x 1 ≠ 0 := by
        intro h1
        apply hx
        ext i
        fin_cases i
        · exact h0
        · exact h1
      positivity
    · positivity
  · intro j h
    have h0 := congrFun h 0
    fin_cases j <;> simp at h0
  · intro i j hij
    fin_cases i <;> fin_cases j <;>
      simp [dotProduct, Matrix.mulVec, Fin.sum_univ_two] at hij ⊢

end

end ConjugateDirectionInverse
```

```lean
#print axioms ConjugateDirectionInverse.inverse_eq_sum_conjugate_dyads
-- 'ConjugateDirectionInverse.inverse_eq_sum_conjugate_dyads' depends on axioms: [propext, Classical.choice, Quot.sound]
#print axioms ConjugateDirectionInverse.truncated_inverse_le
-- 'ConjugateDirectionInverse.truncated_inverse_le' depends on axioms: [propext, Classical.choice, Quot.sound]
#print axioms ConjugateDirectionInverse.det_mul_det_sq
-- 'ConjugateDirectionInverse.det_mul_det_sq' depends on axioms: [propext, Classical.choice, Quot.sound]
```
